# The Møller–Plesset path changes the density of an asymmetric, interacting Hubbard dimer

Two electrons in a singlet share two unequal sites. Hartree–Fock theory gives them a density, and Møller–Plesset theory then switches on the rest of the interaction along $F+g(H-F)$, from the Fock matrix $F$ to the Hamiltonian $H$. The adiabatic connection of density functional theory holds the density fixed along its path. Does this one?

In Lean 4 with Mathlib:

```lean
import Mathlib

open Matrix

namespace HubbardDimerMollerPlesset

noncomputable section
```

In the configurations 20, 11 and 02, hopping $t$ couples neighbours by $-\sqrt2\,t$.

```lean
/-- Matrix in the singlet basis (20, 11, 02) with diagonal `a, b, d` and hopping `t`;
neighbouring configurations are coupled by `-√2 t`. -/
def singlet (t a b d : ℝ) : Matrix (Fin 3) (Fin 3) ℝ :=
  !![a, -(√2 * t), 0; -(√2 * t), b, -(√2 * t); 0, -(√2 * t), d]
```

Site energies $v_1,v_2$ and on-site interaction $U$ give $H$ its diagonal $(2v_1+U,\;v_1+v_2,\;2v_2+U)$.

```lean
/-- Hubbard Hamiltonian with site energies `v₁, v₂` and on-site repulsion `U`. -/
def hubbard (t U v₁ v₂ : ℝ) : Matrix (Fin 3) (Fin 3) ℝ :=
  singlet t (2 * v₁ + U) (v₁ + v₂) (2 * v₂ + U)
```

Let both electrons occupy the real orbital $(c,s)$. Each feels the other's mean field, so the site energies become $f_1=v_1+Uc^2$ and $f_2=v_2+Us^2$, and $F$ has diagonal $(2f_1,f_1+f_2,2f_2)$. The constant that corrects double counting is omitted; it would not change the eigenvectors.

```lean
/-- Two-electron Fock matrix: each site energy is shifted by the mean field of the
doubly occupied orbital `(c, s)`. -/
def fock (t U v₁ v₂ c s : ℝ) : Matrix (Fin 3) (Fin 3) ℝ :=
  singlet t (2 * (v₁ + U * c ^ 2)) ((v₁ + U * c ^ 2) + (v₂ + U * s ^ 2))
    (2 * (v₂ + U * s ^ 2))
```

The coupling $g$ may be any real number; $g=1$ gives $H$.

```lean
/-- The Møller–Plesset path `F + g (H - F)`. -/
def mpPath (t U v₁ v₂ c s g : ℝ) : Matrix (Fin 3) (Fin 3) ℝ :=
  fock t U v₁ v₂ c s + g • (hubbard t U v₁ v₂ - fock t U v₁ v₂ c s)
```

Self-consistency means $c^2+s^2=1$, $f_1c-ts=ec$ and $f_2s-tc=es$, with orbital energy $e$. It is a hypothesis of the general theorems; the orbital need not minimize the Hartree–Fock energy.

```lean
/-- The normalized orbital `(c, s)` solves its own Fock equations with orbital energy `e`. -/
def IsHartreeFock (t U v₁ v₂ c s e : ℝ) : Prop :=
  c ^ 2 + s ^ 2 = 1 ∧ (v₁ + U * c ^ 2) * c - t * s = e * c ∧
    (v₂ + U * s ^ 2) * s - t * c = e * s
```

A ground vector is a unit eigenvector whose eigenvalue $E$ satisfies the variational bound. One exists for each matrix here, since all are real and symmetric; uniqueness is not assumed.

```lean
/-- A unit eigenvector whose eigenvalue `E` is a lower bound of the energy form. -/
def IsGround (M : Matrix (Fin 3) (Fin 3) ℝ) (E : ℝ) (ψ : Fin 3 → ℝ) : Prop :=
  ψ ⬝ᵥ ψ = 1 ∧ M *ᵥ ψ = E • ψ ∧ ∀ φ : Fin 3 → ℝ, E * (φ ⬝ᵥ φ) ≤ φ ⬝ᵥ M *ᵥ φ
```

The site occupations are $2\psi_0^2+\psi_1^2$ and $2\psi_2^2+\psi_1^2$. Half their difference is $\psi_0^2-\psi_2^2$, which determines the density, since the total is two.

```lean
/-- Weight of 20 minus weight of 02: half the difference of the site occupations. -/
def polarization (ψ : Fin 3 → ℝ) : ℝ := ψ 0 ^ 2 - ψ 2 ^ 2
```

Multiplying out the matrix gives the left-hand sides of the secular equations.

```lean
/-- Action of a singlet matrix on the three amplitudes. -/
theorem singlet_mulVec (t a b d : ℝ) (φ : Fin 3 → ℝ) :
    singlet t a b d *ᵥ φ = ![a * φ 0 - √2 * t * φ 1,
      b * φ 1 - √2 * t * (φ 0 + φ 2), d * φ 2 - √2 * t * φ 1] := by
  ext i
  fin_cases i <;> simp [singlet, Matrix.mulVec, dotProduct, Fin.sum_univ_three] <;> ring
```

For diagonal $(a,b,d)$, write $p=a-E$, $r=b-E$, $q=d-E$. Then
$$p\psi_0=q\psi_2=\sqrt2\,t\psi_1,\qquad r\psi_1=\sqrt2\,t(\psi_0+\psi_2).$$
The trial vector $(0,1,0)$ gives $r\ge0$. The trial vector $(r+1,\sqrt2\,t,0)$ gives $p(r+1)^2\ge2t^2(r+2)>0$, so $p>0$; its mirror image gives $q>0$. If $\psi_1$ vanished, so would $\psi_0$ and $\psi_2$, against normalization.

```lean
/-- For `t > 0` a ground vector has energy below both outer diagonal entries and a nonzero
middle amplitude; its amplitudes are normalized and obey the secular equations. -/
theorem ground_relations {t a b d E : ℝ} {ψ : Fin 3 → ℝ} (ht : 0 < t)
    (h : IsGround (singlet t a b d) E ψ) :
    0 < a - E ∧ 0 < d - E ∧ ψ 1 ≠ 0 ∧ (a - E) * ψ 0 = √2 * t * ψ 1 ∧
      (d - E) * ψ 2 = √2 * t * ψ 1 ∧ (b - E) * ψ 1 = √2 * t * (ψ 0 + ψ 2) ∧
      ψ 0 ^ 2 + ψ 1 ^ 2 + ψ 2 ^ 2 = 1 := by
  obtain ⟨hn, he, hv⟩ := h
  rw [singlet_mulVec] at he
  have e0 : a * ψ 0 - √2 * t * ψ 1 = E * ψ 0 := congrFun he 0
  have e1 : b * ψ 1 - √2 * t * (ψ 0 + ψ 2) = E * ψ 1 := congrFun he 1
  have e2 : d * ψ 2 - √2 * t * ψ 1 = E * ψ 2 := congrFun he 2
  simp only [dotProduct, Fin.sum_univ_three] at hn
  have hk : 0 < √2 * t := by positivity
  have hv' : ∀ x y z : ℝ, E * (x ^ 2 + y ^ 2 + z ^ 2) ≤
      a * x ^ 2 + b * y ^ 2 + d * z ^ 2 - 2 * (√2 * t) * (x * y + y * z) := by
    intro x y z
    have h := hv ![x, y, z]
    rw [singlet_mulVec] at h
    simp [dotProduct, Fin.sum_univ_three] at h
    nlinarith [h]
  have hr : 0 ≤ b - E := by linarith [hv' 0 1 0]
  have hkr : 0 < (√2 * t) ^ 2 * (b - E + 2) := by positivity
  -- trial vectors mixing an outer configuration with 11 lower the energy strictly
  have hp : 0 < a - E := by
    by_contra hc
    have h1 := mul_nonneg (neg_nonneg.2 (not_lt.1 hc)) (sq_nonneg (b - E + 1))
    nlinarith [hv' (b - E + 1) (√2 * t) 0]
  have hq : 0 < d - E := by
    by_contra hc
    have h1 := mul_nonneg (neg_nonneg.2 (not_lt.1 hc)) (sq_nonneg (b - E + 1))
    nlinarith [hv' 0 (√2 * t) (b - E + 1)]
  refine ⟨hp, hq, ?_, by linarith, by linarith, by linarith, by linarith⟩
  intro hy
  have hx : ψ 0 = 0 := (mul_eq_zero.1 (show (a - E) * ψ 0 = 0 by
    rw [hy] at e0; linarith)).resolve_left hp.ne'
  have hz : ψ 2 = 0 := (mul_eq_zero.1 (show (d - E) * ψ 2 = 0 by
    rw [hy] at e2; linarith)).resolve_left hq.ne'
  rw [hx, hy, hz] at hn
  norm_num at hn
```

The doubly occupied orbital is $(c^2,\sqrt2\,cs,s^2)$. The Fock equations make it an eigenvector of $F$ with energy $2e$. For any $\varphi$ they also give
$$cs\,\varphi\cdot(F-2e)\varphi=t(\sqrt2\,s\varphi_0-c\varphi_1)^2+t(\sqrt2\,c\varphi_2-s\varphi_1)^2\ge0,$$
so it is a ground vector when $t,c,s>0$.

```lean
/-- For `t, c, s > 0` the doubly occupied Hartree–Fock orbital is a ground vector of the
Fock matrix, with twice the orbital energy. -/
theorem fock_ground {t U v₁ v₂ c s e : ℝ} (ht : 0 < t) (hc : 0 < c) (hs : 0 < s)
    (h : IsHartreeFock t U v₁ v₂ c s e) :
    IsGround (fock t U v₁ v₂ c s) (2 * e) ![c ^ 2, √2 * c * s, s ^ 2] := by
  obtain ⟨hn, h1, h2⟩ := h
  have h22 : √2 ^ 2 = (2 : ℝ) := Real.sq_sqrt (by norm_num)
  refine ⟨?_, ?_, fun φ => ?_⟩
  · simp only [dotProduct, Fin.sum_univ_three]
    change c ^ 2 * c ^ 2 + √2 * c * s * (√2 * c * s) + s ^ 2 * s ^ 2 = 1
    linear_combination (c ^ 2 + s ^ 2 + 1) * hn + c ^ 2 * s ^ 2 * h22
  · rw [fock, singlet_mulVec]
    ext i
    fin_cases i
    · change 2 * (v₁ + U * c ^ 2) * c ^ 2 - √2 * t * (√2 * c * s) = 2 * e * c ^ 2
      linear_combination 2 * c * h1 - t * c * s * h22
    · change ((v₁ + U * c ^ 2) + (v₂ + U * s ^ 2)) * (√2 * c * s)
        - √2 * t * (c ^ 2 + s ^ 2) = 2 * e * (√2 * c * s)
      linear_combination √2 * s * h1 + √2 * c * h2
    · change 2 * (v₂ + U * s ^ 2) * s ^ 2 - √2 * t * (√2 * c * s) = 2 * e * s ^ 2
      linear_combination 2 * s * h2 - t * c * s * h22
  · -- the excitation energy is a sum of two squares
    have h0 : 0 ≤ c * s * (2 * (v₁ + U * c ^ 2 - e) * φ 0 ^ 2
        + (v₁ + U * c ^ 2 + (v₂ + U * s ^ 2) - 2 * e) * φ 1 ^ 2
        + 2 * (v₂ + U * s ^ 2 - e) * φ 2 ^ 2
        - 2 * √2 * t * (φ 0 * φ 1 + φ 1 * φ 2)) := by
      have hsq : 0 ≤ t * (√2 * s * φ 0 - c * φ 1) ^ 2
        + t * (√2 * c * φ 2 - s * φ 1) ^ 2 := by positivity
      refine hsq.trans_eq ?_
      linear_combination -(2 * s * φ 0 ^ 2 + s * φ 1 ^ 2) * h1
        - (c * φ 1 ^ 2 + 2 * c * φ 2 ^ 2) * h2
        + t * (s ^ 2 * φ 0 ^ 2 + c ^ 2 * φ 2 ^ 2) * h22
    have h3 := (mul_nonneg_iff_of_pos_left (mul_pos hc hs)).1 h0
    rw [fock, singlet_mulVec]
    simp [dotProduct, Fin.sum_univ_three]
    nlinarith [h3]
```

Applying each ground vector's bound to the other gives $E=2e$. The secular equations then read $2s\varphi_0=\sqrt2\,c\varphi_1$ and $2c\varphi_2=\sqrt2\,s\varphi_1$. Normalization gives $\varphi_1^2=2c^2s^2$, hence $\varphi_0^2-\varphi_2^2=c^4-s^4=c^2-s^2$.

```lean
/-- For `t, c, s > 0` every ground vector of the Fock matrix has the polarization
`c² - s²` of the Hartree–Fock orbital. -/
theorem fock_polarization {t U v₁ v₂ c s e E : ℝ} {φ : Fin 3 → ℝ} (ht : 0 < t)
    (hc : 0 < c) (hs : 0 < s) (h : IsHartreeFock t U v₁ v₂ c s e)
    (hφ : IsGround (fock t U v₁ v₂ c s) E φ) : polarization φ = c ^ 2 - s ^ 2 := by
  have hg := fock_ground ht hc hs h
  obtain ⟨hn, h1, h2⟩ := h
  -- both ground energies coincide
  have u1 := hφ.2.2 ![c ^ 2, √2 * c * s, s ^ 2]
  rw [hg.2.1, dotProduct_smul, hg.1, smul_eq_mul] at u1
  have u2 := hg.2.2 φ
  rw [hφ.2.1, dotProduct_smul, hφ.1, smul_eq_mul] at u2
  obtain rfl : E = 2 * e := by linarith
  obtain ⟨-, -, hy, ex, ez, -, hnorm⟩ := ground_relations ht hφ
  have h22 : √2 ^ 2 = (2 : ℝ) := Real.sq_sqrt (by norm_num)
  have X : 2 * s * φ 0 = √2 * c * φ 1 :=
    mul_left_cancel₀ ht.ne' (by linear_combination c * ex - 2 * φ 0 * h1)
  have Z : 2 * c * φ 2 = √2 * s * φ 1 :=
    mul_left_cancel₀ ht.ne' (by linear_combination s * ez - 2 * φ 2 * h2)
  have A : 2 * s ^ 2 * φ 0 ^ 2 = c ^ 2 * φ 1 ^ 2 := by
    linear_combination (2 * s * φ 0 + √2 * c * φ 1) / 2 * X + c ^ 2 * φ 1 ^ 2 / 2 * h22
  have B : 2 * c ^ 2 * φ 2 ^ 2 = s ^ 2 * φ 1 ^ 2 := by
    linear_combination (2 * c * φ 2 + √2 * s * φ 1) / 2 * Z + s ^ 2 * φ 1 ^ 2 / 2 * h22
  have Y : φ 1 ^ 2 = 2 * c ^ 2 * s ^ 2 := by
    linear_combination 2 * c ^ 2 * s ^ 2 * hnorm - c ^ 2 * A - s ^ 2 * B
      - φ 1 ^ 2 * (c ^ 2 + s ^ 2 + 1) * hn
  unfold polarization
  refine mul_left_cancel₀ (pow_ne_zero 2 hy) ?_
  linear_combination (φ 0 ^ 2 - φ 2 ^ 2) * Y + c ^ 2 * A - s ^ 2 * B
    + φ 1 ^ 2 * (c ^ 2 - s ^ 2) * hn
```

The comparison along the path reduces to an inequality in two variables. Let $C=c^2$, $S=s^2$, $D=C-S>0$, and let $\alpha,\beta>0$ be outer amplitudes relative to the middle one, scaled to equal 1 at Hartree–Fock. The secular curve, derived below, is
$$D(C\alpha+S\beta-1)\alpha\beta+2CS(\alpha-\beta)=0.$$
Polarization at least $D$ means $C\alpha^2\ge D+S\beta^2$. With $w=C\alpha$ and $m=D+S\beta$, this gives $w^2\ge m^2+DS(\beta-1)^2$, so $w\ge m$. Multiplying the curve by $Cm$ yields
$$2SDw(S\beta+C)(\beta-1)^2+(D\beta wm+2C^2S\beta)(w-m)=0.$$
Both terms are non-negative, so $\beta=1$ and $w=m$, whence $\alpha=1$. In the code this identity is `key`.

```lean
/-- For weights `C > S > 0` with sum one and positive scaled amplitudes `α, β`, the secular
curve meets the region of at least Hartree–Fock polarization only at `α = β = 1`. -/
theorem tangency {C S α β : ℝ} (hCS : C + S = 1) (hS : 0 < S) (hC : S < C)
    (hα : 0 < α) (hβ : 0 < β)
    (hp : (C - S) * (C * α + S * β - 1) * α * β + 2 * C * S * (α - β) = 0)
    (hi : (C - S) + S * β ^ 2 ≤ C * α ^ 2) : α = 1 ∧ β = 1 := by
  obtain rfl : C = 1 - S := by linarith
  have hC0 : 0 < 1 - S := by linarith
  have hd : 0 < 1 - S - S := by linarith
  have hm : 0 < 1 - S - S + S * β := by positivity
  have hw0 : 0 < (1 - S) * α := by positivity
  have hw : 1 - S - S + S * β ≤ (1 - S) * α := by
    by_contra h
    have a1 := mul_pos (sub_pos.2 (not_le.1 h)) (add_pos hm hw0)
    have a2 := mul_le_mul_of_nonneg_left hi hC0.le
    have a3 : 0 ≤ (1 - S - S) * S * (β - 1) ^ 2 := by positivity
    nlinarith
  have hK : 0 < (1 - S) * α * (2 * S * (1 - S - S) * (S * β + (1 - S))) := by positivity
  have hL : 0 < (1 - S - S) * β * ((1 - S) * α) * (1 - S - S + S * β)
      + 2 * (1 - S) ^ 2 * S * β := by positivity
  -- two non-negative terms add up to zero
  have key : (1 - S) * α * (2 * S * (1 - S - S) * (S * β + (1 - S))) * (β - 1) ^ 2
      + ((1 - S - S) * β * ((1 - S) * α) * (1 - S - S + S * β)
      + 2 * (1 - S) ^ 2 * S * β) * ((1 - S) * α - (1 - S - S + S * β)) = 0 := by
    linear_combination (1 - S) * (1 - S - S + S * β) * hp
  have hb2 : (β - 1) ^ 2 ≤ 0 := by
    by_contra h
    have a1 := mul_pos hK (not_le.1 h)
    have a2 := mul_nonneg hL.le (sub_nonneg.2 hw)
    linarith
  have hb : β - 1 = 0 := pow_eq_zero_iff two_ne_zero |>.1 (le_antisymm hb2 (sq_nonneg _))
  rw [hb] at key
  have h3 := (mul_eq_zero.1 (by simpa only [ne_eq, OfNat.ofNat_ne_zero, not_false_eq_true,
    zero_pow, mul_zero, zero_add] using key)).resolve_left hL.ne'
  exact ⟨mul_left_cancel₀ hC0.ne' (by linear_combination h3 + S * hb), by linarith⟩
```

On the path, the gaps are
$$p=2f_1-gUD-E,\quad r=f_1+f_2-gU-E,\quad q=2f_2+gUD-E.$$
The Fock equations give $cs(f_2-f_1)=tD$. Therefore $g$ and $E$ cancel in
$$cs(Dr-Cp+Sq)=tD,$$
which is `hB`. Set $\alpha=2ts/(cp)$ and $\beta=2tc/(sq)$. Eliminating $\psi$ from the secular equations gives $csr=t(C\alpha+S\beta)$; substitution into `hB` and multiplication by $\alpha\beta/t$ give the curve, `hsec`.

Also $2S\psi_0^2=C\alpha^2\psi_1^2$ and $2C\psi_2^2=S\beta^2\psi_1^2$. If $\psi_0^2-\psi_2^2\ge D$, normalization turns this into $C\alpha^2\ge D+S\beta^2$, so $\alpha=\beta=1$. Then $q-p=2tD/(cs)=2(f_2-f_1)$, whereas the gaps give $q-p=2(f_2-f_1)+2gUD$. Hence $gUD=0$, contradicting $g\ne0$, $U\ne0$ and $c>s>0$. If $s>c>0$, exchanging the site labels gives the mirrored result, so the density changes there too. At $c=s$ the strict inequality fails: the dimer is symmetric and both polarizations are zero.

```lean
/-- Let `U ≠ 0`, `t > 0` and let the Hartree–Fock orbital have `c > s > 0`. At every coupling
`g ≠ 0` a ground vector of the Møller–Plesset path has a strictly smaller signed polarization
`ψ₀² - ψ₂²` than the Hartree–Fock state. -/
theorem mpPath_polarization_lt {t U v₁ v₂ c s e g E : ℝ} {ψ : Fin 3 → ℝ} (ht : 0 < t)
    (hU : U ≠ 0) (hs : 0 < s) (hsc : s < c) (h : IsHartreeFock t U v₁ v₂ c s e)
    (hg : g ≠ 0) (hψ : IsGround (mpPath t U v₁ v₂ c s g) E ψ) :
    polarization ψ < c ^ 2 - s ^ 2 := by
  obtain ⟨hn, h1, h2⟩ := h
  have hc : 0 < c := hs.trans hsc
  have hd : s ^ 2 < c ^ 2 := by nlinarith
  have path : ∀ a b d a' b' d' : ℝ, singlet t a b d + g • (singlet t a' b' d' -
      singlet t a b d) = singlet t (a + g * (a' - a)) (b + g * (b' - b))
        (d + g * (d' - d)) := by
    intro a b d a' b' d'
    ext i j
    fin_cases i <;> fin_cases j <;> simp [singlet]
  rw [mpPath, fock, hubbard, path] at hψ
  obtain ⟨hp, hq, hy, ex, ez, ey, hnorm⟩ := ground_relations ht hψ
  have hb : c * s * ((v₂ + U * s ^ 2) - (v₁ + U * c ^ 2)) = t * (c ^ 2 - s ^ 2) := by
    linear_combination c * h2 - s * h1
  generalize hpd : 2 * (v₁ + U * c ^ 2) + g * (2 * v₁ + U - 2 * (v₁ + U * c ^ 2)) - E = p
    at hp ex
  generalize hqd : 2 * (v₂ + U * s ^ 2) + g * (2 * v₂ + U - 2 * (v₂ + U * s ^ 2)) - E = q
    at hq ez
  generalize hrd : v₁ + U * c ^ 2 + (v₂ + U * s ^ 2)
    + g * (v₁ + v₂ - (v₁ + U * c ^ 2 + (v₂ + U * s ^ 2))) - E = r at ey
  -- the coupling and the energy drop out of this combination of gaps
  have hB : c * s * ((c ^ 2 - s ^ 2) * r - c ^ 2 * p + s ^ 2 * q)
      = t * (c ^ 2 - s ^ 2) := by
    rw [← hpd, ← hqd, ← hrd]
    linear_combination hb + c * s * ((v₂ + U * s ^ 2) - (v₁ + U * c ^ 2)
      + g * U * (c ^ 2 - s ^ 2)) * hn
  have h22 : √2 ^ 2 = (2 : ℝ) := Real.sq_sqrt (by norm_num)
  have hr : p * q * r = 2 * t ^ 2 * (p + q) := mul_right_cancel₀ hy (by
    linear_combination p * q * ey + q * (√2 * t) * ex + p * (√2 * t) * ez
      + (p + q) * t ^ 2 * ψ 1 * h22)
  obtain ⟨α, hα, ha⟩ : ∃ α : ℝ, 0 < α ∧ α * (c * p) = 2 * t * s :=
    ⟨2 * t * s / (c * p), by positivity, div_mul_cancel₀ _ (mul_pos hc hp).ne'⟩
  obtain ⟨β, hβ, hβq⟩ : ∃ β : ℝ, 0 < β ∧ β * (s * q) = 2 * t * c :=
    ⟨2 * t * c / (s * q), by positivity, div_mul_cancel₀ _ (mul_pos hs hq).ne'⟩
  have hr2 : c * s * r = t * (α * c ^ 2 + β * s ^ 2) :=
    mul_left_cancel₀ (mul_pos hp hq).ne' (by
      linear_combination c * s * hr - t * c * q * ha - t * s * p * hβq)
  have hsec : (c ^ 2 - s ^ 2) * (c ^ 2 * α + s ^ 2 * β - 1) * α * β
      + 2 * c ^ 2 * s ^ 2 * (α - β) = 0 := mul_left_cancel₀ ht.ne' (by
    linear_combination α * β * hB - α * β * (c ^ 2 - s ^ 2) * hr2
      + β * s * c ^ 2 * ha - α * c * s ^ 2 * hβq)
  have A : 2 * s ^ 2 * ψ 0 ^ 2 = c ^ 2 * α ^ 2 * ψ 1 ^ 2 :=
    mul_left_cancel₀ (pow_ne_zero 2 ht.ne') (by
      linear_combination -(ψ 0 ^ 2 * (α * (c * p) + 2 * t * s) / 2) * ha
        + α ^ 2 * c ^ 2 * (p * ψ 0 + √2 * t * ψ 1) / 2 * ex
        + α ^ 2 * c ^ 2 * ψ 1 ^ 2 * t ^ 2 / 2 * h22)
  have B : 2 * c ^ 2 * ψ 2 ^ 2 = s ^ 2 * β ^ 2 * ψ 1 ^ 2 :=
    mul_left_cancel₀ (pow_ne_zero 2 ht.ne') (by
      linear_combination -(ψ 2 ^ 2 * (β * (s * q) + 2 * t * c) / 2) * hβq
        + β ^ 2 * s ^ 2 * (q * ψ 2 + √2 * t * ψ 1) / 2 * ez
        + β ^ 2 * s ^ 2 * ψ 1 ^ 2 * t ^ 2 / 2 * h22)
  by_contra hcon
  have hpol : c ^ 2 - s ^ 2 ≤ ψ 0 ^ 2 - ψ 2 ^ 2 := not_lt.1 hcon
  have hi : (c ^ 2 - s ^ 2) + s ^ 2 * β ^ 2 ≤ c ^ 2 * α ^ 2 := by
    have hy2 : 0 < ψ 1 ^ 2 := by positivity
    have h3 : 2 * s ^ 2 * ψ 0 ^ 2 - 2 * c ^ 2 * ψ 2 ^ 2 - (c ^ 2 - s ^ 2) * ψ 1 ^ 2
        = ψ 0 ^ 2 - ψ 2 ^ 2 - (c ^ 2 - s ^ 2) := by
      linear_combination (ψ 0 ^ 2 - ψ 2 ^ 2) * hn - (c ^ 2 - s ^ 2) * hnorm
    refine le_of_mul_le_mul_right ?_ hy2
    linarith
  obtain ⟨a1, b1⟩ := tangency hn (by positivity) hd hα hβ hsec hi
  rw [a1, one_mul] at ha
  rw [b1, one_mul] at hβq
  -- both gaps keep their Hartree–Fock values, so the perturbation vanishes
  have h0 : c * s * (g * U * (c ^ 2 - s ^ 2)) = 0 := by
    rw [← hpd] at ha
    rw [← hqd] at hβq
    linear_combination c / 2 * hβq - s / 2 * ha - hb
  exact mul_ne_zero (mul_pos hc hs).ne'
    (mul_ne_zero (mul_ne_zero hg hU) (sub_pos.2 hd).ne') h0
```

For numbers, take $t=2$, $U=5$, $v_1=0$, $v_2=6$ and $(c,s)=(2,1)/\sqrt5$. Then $f_1=4$, $f_2=7$, and both Fock equations hold with $e=3$.

```lean
/-- With `t = 2`, `U = 5` and site energies `0, 6`, the orbital `(2, 1)/√5` is
self-consistent with orbital energy `3`. -/
theorem isHartreeFock_witness : IsHartreeFock 2 5 0 6 (2 * √(1 / 5)) (√(1 / 5)) 3 := by
  have h : √(1 / 5) ^ 2 = (1 / 5 : ℝ) := Real.sq_sqrt (by norm_num)
  refine ⟨?_, ?_, ?_⟩
  · linear_combination 5 * h
  · linear_combination 40 * √(1 / 5) * h
  · linear_combination 5 * √(1 / 5) * h
```

The diagonals are $(8,11,14)$ for $F$ and $(5,6,17)$ for $H$, and $c^2-s^2=3/5$. The two general theorems, the second at $g=1$, give polarization exactly $3/5$ for $F$ and strictly less for $H$. In this two-site, closed-shell model, the Møller–Plesset path is therefore not a density-fixed adiabatic connection; the size of the shift is left undetermined.

```lean
/-- With neighbouring configurations coupled by `-2√2`, ground vectors of the Fock matrix with
diagonal `(8, 11, 14)` have polarization `3/5`; those of the Hamiltonian with diagonal `(5, 6, 17)`
have less. -/
theorem dimer_density_changes {E E' : ℝ} {φ ψ : Fin 3 → ℝ}
    (hF : IsGround (singlet 2 8 11 14) E φ) (hH : IsGround (singlet 2 5 6 17) E' ψ) :
    polarization φ = 3 / 5 ∧ polarization ψ < 3 / 5 := by
  have hw := isHartreeFock_witness
  have h2 : √(1 / 5) ^ 2 = (1 / 5 : ℝ) := Real.sq_sqrt (by norm_num)
  have hs : 0 < √(1 / 5 : ℝ) := by positivity
  generalize √(1 / 5 : ℝ) = s at hw h2 hs
  have a1 : 2 * (0 + 5 * (2 * s) ^ 2) = 8 := by linear_combination 40 * h2
  have a2 : 0 + 5 * (2 * s) ^ 2 + (6 + 5 * s ^ 2) = 11 := by linear_combination 25 * h2
  have a3 : 2 * (6 + 5 * s ^ 2) = 14 := by linear_combination 10 * h2
  have eF : fock 2 5 0 6 (2 * s) s = singlet 2 8 11 14 := by rw [fock, a1, a2, a3]
  have eH : mpPath 2 5 0 6 (2 * s) s 1 = singlet 2 5 6 17 := by
    rw [mpPath, one_smul, add_sub_cancel, hubbard]
    norm_num
  have hd : (2 * s) ^ 2 - s ^ 2 = 3 / 5 := by linear_combination 3 * h2
  rw [← eF] at hF
  rw [← eH] at hH
  rw [← hd]
  exact ⟨fock_polarization (by norm_num) (by positivity) hs hw hF,
    mpPath_polarization_lt (by norm_num) (by norm_num) hs (by linarith) hw one_ne_zero hH⟩

end

end HubbardDimerMollerPlesset
```

```lean
#print axioms HubbardDimerMollerPlesset.dimer_density_changes
-- 'HubbardDimerMollerPlesset.dimer_density_changes' depends on axioms: [propext, Classical.choice, Quot.sound]
```
